# The Mott formula for identical charged particles from a sum over spin states

Two unpolarized electrons that scatter through the centre-of-mass angle \(\theta\), with \(0<\theta<\pi\), have the differential cross section

\[
\frac{|f(s)+f(c)|^2}{4}+\frac{3\,|f(s)-f(c)|^2}{4}
=\left(\frac{\eta}{2k}\right)^2\left[\frac1{s^2}+\frac1{c^2}-\frac{\cos(\eta\ln(s/c))}{sc}\right],
\]

where \(s=\sin^2(\theta/2)\), \(c=\cos^2(\theta/2)\), and the non-relativistic Coulomb amplitude \(f(u)=\frac{\eta}{2ku}e^{-i\eta\ln u}\) is taken as given. Here \(k\neq0\) is the wave number of the relative motion and \(\eta\) is the Sommerfeld parameter, which for electrons is \(e^2/(4\pi\varepsilon_0\hbar v)\) at relative speed \(v\). At 90° the cross section is half the classical sum \(|f(s)|^2+|f(c)|^2\). The weights 1/4 and 3/4 are derived from a spin average.

## Amplitudes and the spin average

```lean
import Mathlib

open ComplexConjugate

namespace MottExchange

noncomputable section
```

The first line loads the mathematical library Mathlib. The second makes the notation `conj` available for the complex conjugate, written \(b^*\) below.

```lean
/-- Coulomb scattering amplitude `(η / (2 k u)) exp (-i η ln u)` as a function of
`u = sin² (θ/2)`, for wave number `k ≠ 0` and `u > 0`. -/
def coulombAmp (k η u : ℝ) : ℂ :=
  ((η / (2 * k * u) : ℝ) : ℂ) * Complex.exp (((-(η * Real.log u) : ℝ) : ℂ) * Complex.I)
```

This defines \(f(u)\). The brackets `(k η u : ℝ)` declare three real arguments, and the `ℂ` after them says that the value is complex. An expression such as `((x : ℝ) : ℂ)` is a real number regarded as a complex one.

The amplitude is an input and is not derived from the Schrödinger equation. A constant phase factor common to all angles has been left out, since it has no effect on a cross section.

```lean
/-- Amplitude from the spin state `m` to the spin state `n` of two identical particles:
the direct term `a` keeps the spins, the exchange term `ε b` swaps them. -/
def exchangeAmp {d : ℕ} (ε : ℝ) (a b : ℂ) (m n : Fin d × Fin d) : ℂ :=
  (if n = m then a else 0) + (ε : ℂ) * (if n = m.swap then b else 0)
```

Each particle has \(d\) spin states, and `Fin d × Fin d` is the set of pairs of spin labels. The pair \(m\) holds the incoming spins. The pair \(n\) holds the outgoing ones, first that of the particle leaving at \(\theta\), then that of its partner. The force does not act on spin, so the amplitude is

\[
A_{nm}=a\,\delta_{n,m}+\varepsilon\,b\,\delta_{n,\bar m},
\]

where \(\bar m\), in Lean `m.swap`, is \(m\) with its entries exchanged. The sign \(\varepsilon\) is \(+1\) for bosons and \(-1\) for fermions. This is the exchange postulate for identical particles. The link between \(\varepsilon\) and the spin is not imposed, so \(d\) and \(\varepsilon\) can be chosen independently.

```lean
/-- Unpolarized cross section for particles with `d ≠ 0` spin states: the average over initial
and sum over final spin states of the squared amplitude. -/
def unpolarized (d : ℕ) (ε : ℝ) (a b : ℂ) : ℝ :=
  (∑ m : Fin d × Fin d, ∑ n : Fin d × Fin d, ‖exchangeAmp ε a b m n‖ ^ 2) / (d : ℝ) ^ 2
```

In ordinary notation this is \(\sigma=\frac1{d^2}\sum_{m}\sum_{n}|A_{nm}|^2\): a sum over final spins and an average over the \(d^2\) equally likely initial ones.

```lean
/-- Unpolarized Coulomb cross section of identical particles at the centre-of-mass angle `θ`,
for `k ≠ 0`, `d ≠ 0` and `0 < θ < π`. -/
def mott (d : ℕ) (ε k η θ : ℝ) : ℝ :=
  unpolarized d ε (coulombAmp k η (Real.sin (θ / 2) ^ 2)) (coulombAmp k η (Real.cos (θ / 2) ^ 2))
```

Now \(a=f(\sin^2(\theta/2))\) and \(b=f(\cos^2(\theta/2))\). The second is the amplitude at \(\pi-\theta\), where the partner emerges. The detector counts either particle, which is why the classical comparison is \(|a|^2+|b|^2\).

## Interference survives only for equal spins

```lean
/-- Squared modulus of a direct amplitude superposed with an exchange amplitude of sign `ε`. -/
theorem norm_sq_superpose {ε : ℝ} (hε : ε ^ 2 = 1) (a b : ℂ) :
    ‖a + (ε : ℂ) * b‖ ^ 2 = ‖a‖ ^ 2 + ‖b‖ ^ 2 + 2 * ε * (a * conj b).re := by
  simp only [Complex.sq_norm, Complex.normSq_apply, Complex.add_re, Complex.add_im,
    Complex.mul_re, Complex.mul_im, Complex.ofReal_re, Complex.ofReal_im,
    Complex.conj_re, Complex.conj_im]
  linear_combination (b.re ^ 2 + b.im ^ 2) * hε
```

A theorem lists its variables and hypotheses before the colon, its claim after it, and its proof after `:= by`. The hypothesis `hε` says \(\varepsilon^2=1\), that is, \(\varepsilon=\pm1\). By hand,

\[
|a+\varepsilon b|^2=|a|^2+\varepsilon^2|b|^2+2\varepsilon\,\mathrm{Re}(ab^*),
\]

and \(\varepsilon^2=1\) gives the claim. In Lean, `simp only` writes everything in real and imaginary parts. The two sides then differ by \(|b|^2(\varepsilon^2-1)\), which `linear_combination` removes by using `hε`.

```lean
/-- The spin sum leaves the two classical terms and an interference term divided by the number `d`
of spin states. -/
theorem unpolarized_eq {d : ℕ} (hd : d ≠ 0) {ε : ℝ} (hε : ε ^ 2 = 1) (a b : ℂ) :
    unpolarized d ε a b = ‖a‖ ^ 2 + ‖b‖ ^ 2 + 2 * ε / d * (a * conj b).re := by
  have hd' : (d : ℝ) ≠ 0 := Nat.cast_ne_zero.mpr hd
  have hs : ∀ m : Fin d × Fin d, m = m.swap ↔ m.1 = m.2 := by
    rintro ⟨i, j⟩
    constructor
    · intro h
      exact congrArg Prod.fst h
    · intro h
      change i = j at h
      subst h
      rfl
  -- direct and exchange terms interfere only when both spins are equal
  have key : ∀ m n : Fin d × Fin d, ‖exchangeAmp ε a b m n‖ ^ 2 =
      (if n = m then ‖a‖ ^ 2 else 0) + (if n = m.swap then ‖b‖ ^ 2 else 0) +
        (if n = m then (if m.1 = m.2 then 2 * ε * (a * conj b).re else 0) else 0) := by
    intro m n
    rw [exchangeAmp, norm_sq_superpose hε]
    by_cases h1 : n = m
    · subst h1
      simp only [hs, ↓reduceIte]
      split_ifs <;> simp
    · simp only [if_neg h1]
      split_ifs <;> simp
  have hdiag : ∀ X : ℝ, ∑ m : Fin d × Fin d, (if m.1 = m.2 then X else 0) = d * X := by
    intro X
    rw [Fintype.sum_prod_type]
    simp
  unfold unpolarized
  simp only [key, Finset.sum_add_distrib, Finset.sum_ite_eq', Finset.mem_univ, ↓reduceIte,
    hdiag, Finset.sum_const, Finset.card_univ, Fintype.card_prod, Fintype.card_fin,
    nsmul_eq_mul, Nat.cast_mul]
  field_simp
```

The claim is

\[
\sigma=|a|^2+|b|^2+\frac{2\varepsilon}{d}\,\mathrm{Re}(ab^*).
\]

Fix the initial pair \(m=(m_1,m_2)\). If \(m_1\neq m_2\), the direct and exchange terms lead to different final states, and the sum over \(n\) gives \(|a|^2+|b|^2\). If \(m_1=m_2\), both lead to the same state and give \(|a+\varepsilon b|^2\), which contains the extra term \(2\varepsilon\,\mathrm{Re}(ab^*)\). Of the \(d^2\) initial pairs, \(d\) are of the second kind. Dividing the total by \(d^2\) leaves the factor \(1/d\) on the interference.

The proof has the same parts. `hs` says that a pair equals its swap exactly when its entries agree. `key` splits each \(|A_{nm}|^2\) into the two classical terms and the interference, by distinguishing \(n=m\) from \(n\neq m\). `hdiag` counts the \(d\) equal-spin pairs. The last lines carry out the sums and divide by \(d^2\).

In Hartree–Fock theory with orbitals that are each purely spin-up or spin-down, the exchange term likewise connects only electrons of equal spin; the present statement concerns two particles with a spin-independent amplitude.

```lean
/-- The cross section is a mixture of the combinations `a + ε b` and `a - ε b` with the
statistical weights `(1 + 1/d)/2` and `(1 - 1/d)/2`. -/
theorem unpolarized_eq_weights {d : ℕ} (hd : d ≠ 0) {ε : ℝ} (hε : ε ^ 2 = 1) (a b : ℂ) :
    unpolarized d ε a b = (1 + 1 / (d : ℝ)) / 2 * ‖a + (ε : ℂ) * b‖ ^ 2 +
      (1 - 1 / (d : ℝ)) / 2 * ‖a - (ε : ℂ) * b‖ ^ 2 := by
  have h : a - (ε : ℂ) * b = a + ((-ε : ℝ) : ℂ) * b := by
    push_cast
    ring
  have hε' : (-ε) ^ 2 = 1 := by rw [neg_sq, hε]
  rw [h, norm_sq_superpose hε, norm_sq_superpose hε', unpolarized_eq hd hε]
  ring
```

The same cross section can be written as

\[
\sigma=\frac{1+1/d}{2}\,|a+\varepsilon b|^2+\frac{1-1/d}{2}\,|a-\varepsilon b|^2 .
\]

To check it, expand both squares. The weights add up to 1, which gives \(|a|^2+|b|^2\), and their difference is \(1/d\), which gives the interference term. Lean does this by treating \(a-\varepsilon b\) as \(a+(-\varepsilon)b\), so that `norm_sq_superpose` applies to both squares.

The weights are the fractions of symmetric and antisymmetric states among the \(d^2\) two-particle spin states. The proof works in the product basis and never constructs those states.

```lean
/-- For two electrons the sum `a + b` has weight 1/4 and the difference `a - b` weight 3/4. -/
theorem electron_weights (a b : ℂ) :
    unpolarized 2 (-1) a b = ‖a + b‖ ^ 2 / 4 + 3 * ‖a - b‖ ^ 2 / 4 := by
  have h1 : a + ((-1 : ℝ) : ℂ) * b = a - b := by
    push_cast
    ring
  have h2 : a - ((-1 : ℝ) : ℂ) * b = a + b := by
    push_cast
    ring
  rw [unpolarized_eq_weights two_ne_zero (by norm_num), h1, h2]
  push_cast
  ring
```

For \(d=2\) and \(\varepsilon=-1\), the combination \(a+\varepsilon b=a-b\) has weight \((1+\tfrac12)/2=\tfrac34\), and \(a+b\) has weight \(\tfrac14\). These are the triplet and singlet contributions. The lemmas `h1` and `h2` only simplify the signs.

## The Coulomb phase and the Mott formula

```lean
/-- Squared modulus of the Coulomb amplitude. -/
theorem coulombAmp_norm_sq (k η u : ℝ) : ‖coulombAmp k η u‖ ^ 2 = (η / (2 * k * u)) ^ 2 := by
  rw [coulombAmp, norm_mul, Complex.norm_exp_ofReal_mul_I, mul_one, Complex.norm_real,
    Real.norm_eq_abs, sq_abs]
```

The exponential has modulus one, so \(|f(u)|^2=(\eta/(2ku))^2\), the Rutherford form.

```lean
/-- The interference of two Coulomb amplitudes oscillates with the logarithm of `s / c`. -/
theorem coulomb_interference (k η : ℝ) {s c : ℝ} (hs : 0 < s) (hc : 0 < c) :
    (coulombAmp k η s * conj (coulombAmp k η c)).re =
      η / (2 * k * s) * (η / (2 * k * c)) * Real.cos (η * Real.log (s / c)) := by
  rw [Real.log_div hs.ne' hc.ne', mul_sub, Real.cos_sub]
  simp only [coulombAmp, Complex.mul_re, Complex.mul_im, Complex.conj_re, Complex.conj_im,
    Complex.ofReal_re, Complex.ofReal_im, Complex.exp_ofReal_mul_I_re,
    Complex.exp_ofReal_mul_I_im, Real.cos_neg, Real.sin_neg]
  ring
```

For any positive \(s\) and \(c\),

\[
f(s)f(c)^*=\frac{\eta}{2ks}\,\frac{\eta}{2kc}\,e^{-i\eta(\ln s-\ln c)},
\]

and the real part of the exponential is \(\cos(\eta\ln(s/c))\). The Lean proof goes the other way: it splits the logarithm of the quotient, expands the cosine of the difference, and compares the result with the real part of the product.

```lean
/-- Mott formula for identical particles with `d` spin states and exchange sign `ε`. -/
theorem mott_formula {d : ℕ} (hd : d ≠ 0) {ε k η θ : ℝ} (hε : ε ^ 2 = 1) (hk : k ≠ 0)
    (h0 : 0 < θ) (hπ : θ < Real.pi) :
    (2 * k) ^ 2 * mott d ε k η θ =
      η ^ 2 * (1 / Real.sin (θ / 2) ^ 4 + 1 / Real.cos (θ / 2) ^ 4 +
        2 * ε / d * Real.cos (η * Real.log (Real.sin (θ / 2) ^ 2 / Real.cos (θ / 2) ^ 2)) /
          (Real.sin (θ / 2) ^ 2 * Real.cos (θ / 2) ^ 2)) := by
  have hs : 0 < Real.sin (θ / 2) := Real.sin_pos_of_pos_of_lt_pi (by linarith) (by linarith)
  have hc : 0 < Real.cos (θ / 2) := Real.cos_pos_of_mem_Ioo ⟨by linarith, by linarith⟩
  have hk2 : (2 * k) ^ 2 * (η / (2 * k)) ^ 2 = η ^ 2 := by field_simp
  have hf : ∀ u : ℝ, η / (2 * k * u) = η / (2 * k) * u⁻¹ := fun u => by
    rw [← div_div, div_eq_mul_inv (η / (2 * k)) u]
  rw [mott, unpolarized_eq hd hε, coulombAmp_norm_sq, coulombAmp_norm_sq,
    coulomb_interference k η (pow_pos hs 2) (pow_pos hc 2), hf, hf]
  generalize Real.cos (η * Real.log (Real.sin (θ / 2) ^ 2 / Real.cos (θ / 2) ^ 2)) = C
  generalize η / (2 * k) = A at hk2 ⊢
  rw [← hk2]
  ring
```

Insert the last two results into the spin sum with \(s=\sin^2(\theta/2)\) and \(c=\cos^2(\theta/2)\):

\[
\sigma=\left(\frac{\eta}{2k}\right)^2\left[\frac1{s^2}+\frac1{c^2}+\frac{2\varepsilon}{d}\,\frac{\cos(\eta\ln(s/c))}{sc}\right].
\]

Multiplying by \((2k)^2\) gives the theorem. For electrons \(2\varepsilon/d=-1\), and together with `electron_weights` this is the formula at the top. The forward and backward directions, where the amplitudes diverge, are excluded by `h0` and `hπ`.

Lean sets division by zero to zero, so with \(k^2\) in a denominator the equation would hold emptily at \(k=0\); with \((2k)^2\) on the left, the hypothesis `hk` is really used.

In the proof, `hs` and `hc` establish that the sine and cosine of the half angle are positive, and `hk2` cancels \((2k)^2\). The two `generalize` steps replace the cosine by a letter `C` and \(\eta/(2k)\) by a letter `A`, after which `ring` completes the algebra.

## Half the classical sum at 90°

```lean
/-- At 90° the cross section is `1 + ε/d` times the classical sum. -/
theorem mott_right_angle {d : ℕ} (hd : d ≠ 0) {ε : ℝ} (hε : ε ^ 2 = 1) (k η : ℝ) :
    mott d ε k η (Real.pi / 2) =
      (1 + ε / d) * (‖coulombAmp k η (Real.sin (Real.pi / 2 / 2) ^ 2)‖ ^ 2 +
        ‖coulombAmp k η (Real.cos (Real.pi / 2 / 2) ^ 2)‖ ^ 2) := by
  have h4 : Real.pi / 2 / 2 = Real.pi / 4 := by ring
  rw [mott, h4, Real.sin_pi_div_four, Real.cos_pi_div_four, unpolarized_eq hd hε,
    Complex.mul_conj, Complex.ofReal_re, Complex.normSq_eq_norm_sq]
  ring
```

At \(\theta=\pi/2\) both \(\sin^2(\theta/2)\) and \(\cos^2(\theta/2)\) equal \(\tfrac12\), so \(a=b\) and \(\mathrm{Re}(ab^*)=|a|^2\). Hence

\[
\sigma=2|a|^2+\frac{2\varepsilon}{d}|a|^2=\left(1+\frac{\varepsilon}{d}\right)\left(|a|^2+|b|^2\right).
\]

The factor is \(\tfrac12\) for electrons and 2 for spinless bosons. The expression `Real.pi / 2 / 2` is the half angle \(\pi/4\).

```lean
/-- The unpolarized electron cross section exceeds half the classical sum by `|a - b|² / 2`. -/
theorem electron_excess (a b : ℂ) :
    unpolarized 2 (-1) a b = (‖a‖ ^ 2 + ‖b‖ ^ 2) / 2 + ‖a - b‖ ^ 2 / 2 := by
  rw [electron_weights]
  simp only [Complex.sq_norm, Complex.normSq_apply, Complex.add_re, Complex.add_im,
    Complex.sub_re, Complex.sub_im]
  ring
```

For electrons and any amplitudes \(a,b\), Coulomb or not,

\[
\sigma=\frac{|a|^2+|b|^2}{2}+\frac{|a-b|^2}{2}.
\]

This follows from \(|a+b|^2=2(|a|^2+|b|^2)-|a-b|^2\), inserted into the singlet term of `electron_weights`. Since the last term is never negative, the cross section never falls below half the classical sum.

```lean
/-- For interacting electrons the Mott cross section equals half the classical sum exactly
at 90°. -/
theorem electron_half_iff {k η θ : ℝ} (hk : k ≠ 0) (hη : η ≠ 0) (h0 : 0 < θ)
    (hπ : θ < Real.pi) :
    mott 2 (-1) k η θ = (‖coulombAmp k η (Real.sin (θ / 2) ^ 2)‖ ^ 2 +
      ‖coulombAmp k η (Real.cos (θ / 2) ^ 2)‖ ^ 2) / 2 ↔ θ = Real.pi / 2 := by
  constructor
  · intro h
    have hs : 0 < Real.sin (θ / 2) := Real.sin_pos_of_pos_of_lt_pi (by linarith) (by linarith)
    have hc : 0 < Real.cos (θ / 2) := Real.cos_pos_of_mem_Ioo ⟨by linarith, by linarith⟩
    rw [mott, electron_excess] at h
    -- no excess means equal amplitudes, hence equal moduli
    have hab := sub_eq_zero.mp (norm_eq_zero.mp (pow_eq_zero_iff two_ne_zero |>.mp
      (by linarith : ‖coulombAmp k η (Real.sin (θ / 2) ^ 2) -
        coulombAmp k η (Real.cos (θ / 2) ^ 2)‖ ^ 2 = 0)))
    have hn := congrArg (fun z : ℂ => ‖z‖ ^ 2) hab
    simp only [coulombAmp_norm_sq] at hn
    rw [div_pow, div_pow, div_eq_div_iff (by positivity) (by positivity)] at hn
    have hp : (η * (2 * k)) ^ 2 * (Real.cos (θ / 2) ^ 2 - Real.sin (θ / 2) ^ 2) = 0 := by
      linear_combination hn - (η * (2 * k)) ^ 2 *
        (Real.cos (θ / 2) ^ 2 - Real.sin (θ / 2) ^ 2) * Real.sin_sq_add_cos_sq (θ / 2)
    have hd := (mul_eq_zero.mp hp).resolve_left (by positivity)
    have h2 := Real.cos_sq (θ / 2)
    rw [mul_div_cancel₀ θ (two_ne_zero : (2 : ℝ) ≠ 0)] at h2
    have hcos : Real.cos θ = Real.cos (Real.pi / 2) := by
      rw [Real.cos_pi_div_two]
      linarith [Real.sin_sq_add_cos_sq (θ / 2)]
    exact Real.injOn_cos ⟨h0.le, hπ.le⟩ ⟨by linarith, by linarith⟩ hcos
  · rintro rfl
    rw [mott_right_angle two_ne_zero (by norm_num)]
    push_cast
    ring

end

end MottExchange
```

The symbol `↔` means "if and only if". For \(\eta\neq0\), the value one half is reached at 90° and at no other angle between 0 and \(\pi\).

Suppose \(\sigma\) equals half the classical sum. By `electron_excess`, \(|a-b|^2=0\), so \(a=b\) and the moduli agree:

\[
\frac{\eta^2}{4k^2\sin^4(\theta/2)}=\frac{\eta^2}{4k^2\cos^4(\theta/2)} .
\]

As \(\eta\neq0\), the fourth powers are equal. Their difference factorizes as

\[
\cos^4(\theta/2)-\sin^4(\theta/2)=\cos^2(\theta/2)-\sin^2(\theta/2)=\cos\theta,
\]

because the squares add up to 1. So \(\cos\theta=0\) and \(\theta=\pi/2\). The converse is the 90° result with \(d=2\) and \(\varepsilon=-1\).

In the Lean proof `hab` is \(a=b\), `hn` the equality of squared moduli, `hp` the factorized difference and `hcos` the statement \(\cos\theta=\cos(\pi/2)\). The cosine takes each value only once on \([0,\pi]\), which is `Real.injOn_cos`, and this fixes the angle. At other angles the phases of \(a\) and \(b\) may coincide, but their moduli differ, and the cross section stays above one half of the classical sum.

```lean
#print axioms MottExchange.mott_formula
#print axioms MottExchange.electron_half_iff
```

```
'MottExchange.mott_formula' depends on axioms: [propext, Classical.choice, Quot.sound]
'MottExchange.electron_half_iff' depends on axioms: [propext, Classical.choice, Quot.sound]
```
